# A lower bound on the static polarizability of a finite spectrum with positive excitation energies

The atom is modelled as a finite list of transitions, labelled by `ι`, and not by a Hamiltonian. Transition $k$ has a real excitation energy $w_k$ (`w k`) and a complex dipole matrix element $x_k$ (`x k`) along one fixed direction, in atomic units. A positive spectral measure in place of the list would include the ionisation continuum; the sums would become integrals, with convergence conditions to add.

```lean
import Mathlib

open Finset

namespace KirkwoodPolarizability

noncomputable section

variable {ι : Type*} [Fintype ι]
```

The oscillator-strength sum is $N=2\sum_k w_k|x_k|^2$. For a complete spectrum with a velocity-independent potential, the Thomas–Reiche–Kuhn sum rule makes it the number of electrons. Here it is whatever the list gives.

```lean
/-- The oscillator-strength sum `2 ∑ w_k |x_k|²` (atomic units) of transitions with
excitation energies `w` and dipole moments `x`. -/
def strengthSum (w : ι → ℝ) (x : ι → ℂ) : ℝ := 2 * ∑ k, w k * ‖x k‖ ^ 2
```

The dipole strength is $S=\sum_k|x_k|^2$.

```lean
/-- The total dipole strength `∑ |x_k|²`. -/
def dipoleStrength (x : ι → ℂ) : ℝ := ∑ k, ‖x k‖ ^ 2
```

The static polarizability is $\alpha=2\sum_k|x_k|^2/w_k$, taken as a definition and not derived from perturbation theory.

```lean
/-- The static polarizability `2 ∑ |x_k|² / w_k`, for non-zero excitation energies. -/
def polarizability (w : ι → ℝ) (x : ι → ℂ) : ℝ := 2 * ∑ k, ‖x k‖ ^ 2 / w k
```

For two transitions $j$ and $k$, the pair spread is

$$P_{jk}=\frac{|x_j|^2|x_k|^2(w_j-w_k)^2}{w_jw_k}.$$

```lean
/-- The spread `|x_j|² |x_k|² (w_j - w_k)² / (w_j w_k)` of a pair of transitions, for
non-zero excitation energies. -/
def pairSpread (w : ι → ℝ) (x : ι → ℂ) (j k : ι) : ℝ :=
  ‖x j‖ ^ 2 * ‖x k‖ ^ 2 * (w j - w k) ^ 2 / (w j * w k)
```

Parts (a) to (f) assume $w_k>0$ for every $k$, as for excitations from a non-degenerate ground state; (g) and (h) state their own conditions.

## (a) An identity for the pair spreads

Show that, with the sum over all ordered pairs,

$$N\alpha-4S^2=2\sum_{j,k}P_{jk}.$$

**Solution.** Since $(w_j-w_k)^2/(w_jw_k)=w_j/w_k+w_k/w_j-2$,

$$\sum_{j,k}P_{jk}=2\Big(\sum_j w_j|x_j|^2\Big)\Big(\sum_k\frac{|x_k|^2}{w_k}\Big)-2S^2=\frac{N\alpha}{2}-2S^2.$$

Doubling gives the claim. In Lean, `hpt` expands the square, and `hAB`, `hBA` and `hSS` factorise the three double sums.

```lean
/-- For positive excitation energies, the oscillator-strength sum times the polarizability exceeds
four times the squared dipole strength by exactly twice the summed pair spreads. -/
theorem kirkwood_deficit (w : ι → ℝ) (x : ι → ℂ) (hw : ∀ k, 0 < w k) :
    strengthSum w x * polarizability w x - 4 * dipoleStrength x ^ 2
      = 2 * ∑ j, ∑ k, pairSpread w x j k := by
  -- the product of the two sums, written as a double sum in both orders
  have hAB : ∑ j, ∑ k, (w j * ‖x j‖ ^ 2) * (‖x k‖ ^ 2 / w k)
      = (∑ k, w k * ‖x k‖ ^ 2) * ∑ k, ‖x k‖ ^ 2 / w k := by
    rw [Finset.sum_mul_sum]
  have hBA : ∑ j, ∑ k, (w k * ‖x k‖ ^ 2) * (‖x j‖ ^ 2 / w j)
      = (∑ k, w k * ‖x k‖ ^ 2) * ∑ k, ‖x k‖ ^ 2 / w k := by
    rw [Finset.sum_mul_sum]
    exact Finset.sum_comm
  have hSS : ∑ j, ∑ k, 2 * (‖x j‖ ^ 2 * ‖x k‖ ^ 2)
      = 2 * ((∑ k, ‖x k‖ ^ 2) * ∑ k, ‖x k‖ ^ 2) := by
    simp_rw [Finset.sum_mul_sum, Finset.mul_sum]
  -- expand the square in each pair term
  have hpt : ∑ j, ∑ k, pairSpread w x j k
      = ∑ j, ∑ k, ((w j * ‖x j‖ ^ 2) * (‖x k‖ ^ 2 / w k)
        + (w k * ‖x k‖ ^ 2) * (‖x j‖ ^ 2 / w j) - 2 * (‖x j‖ ^ 2 * ‖x k‖ ^ 2)) := by
    refine Finset.sum_congr rfl fun j _ => Finset.sum_congr rfl fun k _ => ?_
    have hj := (hw j).ne'
    have hk := (hw k).ne'
    unfold pairSpread
    field_simp
    ring
  rw [hpt]
  simp only [Finset.sum_sub_distrib, Finset.sum_add_distrib]
  rw [hAB, hBA, hSS]
  unfold strengthSum polarizability dipoleStrength
  ring
```

## (b) The sign of a pair spread

Show that $P_{jk}\ge 0$.

**Solution.** The numerator is a product of squares and the denominator is positive.

```lean
omit [Fintype ι] in
/-- The spread of a pair of transitions with positive energies is non-negative. -/
theorem pairSpread_nonneg (w : ι → ℝ) (x : ι → ℂ) (hw : ∀ k, 0 < w k) (j k : ι) :
    0 ≤ pairSpread w x j k :=
  div_nonneg (by positivity) (mul_pos (hw j) (hw k)).le
```

## (c) Equality in product form

Show that $N\alpha=4S^2$ if and only if $w_j=w_k$ whenever $x_j$ and $x_k$ are both non-zero.

**Solution.** By (a), equality means $\sum_{j,k}P_{jk}=0$. By (b), every term then vanishes; `Finset.sum_eq_zero_iff_of_nonneg` extracts this, once for each sum. If $x_j,x_k\neq0$, then $P_{jk}=0$ forces $w_j=w_k$. Conversely, each $P_{jk}$ contains a zero factor: a vanishing moment or a vanishing energy difference. These are the `by_cases` branches.

```lean
/-- For positive excitation energies, the oscillator-strength sum times the polarizability equals
four times the squared dipole strength exactly when any two transitions with non-zero moment have
equal energies. -/
theorem kirkwood_product_eq_iff (w : ι → ℝ) (x : ι → ℂ) (hw : ∀ k, 0 < w k) :
    strengthSum w x * polarizability w x = 4 * dipoleStrength x ^ 2
      ↔ ∀ j k, x j ≠ 0 → x k ≠ 0 → w j = w k := by
  have hdef := kirkwood_deficit w x hw
  have hnn := pairSpread_nonneg w x hw
  constructor
  · intro heq j k hj hk
    -- a vanishing sum of non-negative terms vanishes term by term
    have hz : ∑ j, ∑ k, pairSpread w x j k = 0 := by linarith
    have h1 : ∑ k, pairSpread w x j k = 0 :=
      (Finset.sum_eq_zero_iff_of_nonneg
        (fun j _ => Finset.sum_nonneg fun k _ => hnn j k)).1 hz j (Finset.mem_univ j)
    have h2 : pairSpread w x j k = 0 :=
      (Finset.sum_eq_zero_iff_of_nonneg (fun k _ => hnn j k)).1 h1 k (Finset.mem_univ k)
    by_contra hne
    have hs : 0 < (w j - w k) ^ 2 :=
      lt_of_le_of_ne (sq_nonneg _) (Ne.symm (pow_ne_zero 2 (sub_ne_zero.2 hne)))
    have hpos : 0 < pairSpread w x j k :=
      div_pos (mul_pos (mul_pos (pow_pos (norm_pos_iff.2 hj) 2)
        (pow_pos (norm_pos_iff.2 hk) 2)) hs) (mul_pos (hw j) (hw k))
    exact hpos.ne' h2
  · intro h
    have hz : ∑ j, ∑ k, pairSpread w x j k = 0 := by
      refine Finset.sum_eq_zero fun j _ => Finset.sum_eq_zero fun k _ => ?_
      by_cases hj : x j = 0
      · simp [pairSpread, hj]
      by_cases hk : x k = 0
      · simp [pairSpread, hk]
      simp [pairSpread, h j k hj hk]
    rw [hz] at hdef
    linarith
```

## (d) The inequality in product form

Show that $4S^2\le N\alpha$.

**Solution.** The right side of (a) is non-negative by (b).

```lean
/-- For positive excitation energies, four times the squared dipole strength is at most the
oscillator-strength sum times the polarizability. -/
theorem kirkwood_product_bound (w : ι → ℝ) (x : ι → ℂ) (hw : ∀ k, 0 < w k) :
    4 * dipoleStrength x ^ 2 ≤ strengthSum w x * polarizability w x := by
  have hdef := kirkwood_deficit w x hw
  have hnn : 0 ≤ ∑ j, ∑ k, pairSpread w x j k :=
    Finset.sum_nonneg fun j _ => Finset.sum_nonneg fun k _ => pairSpread_nonneg w x hw j k
  linarith
```

## (e) The polarizability bound

Let $N>0$. Show that

$$\alpha\ge\frac{4S^2}{N},$$

with equality if and only if exactly one energy $\Omega$ satisfies $w_k=\Omega$ for all $k$ with $x_k\ne0$.

**Solution.** Divide (d) by $N$. For equality, use (c): since $N>0$, some $x_{k_0}\neq0$, so $\Omega=w_{k_0}$ is the common energy and the only candidate. Conversely, a common $\Omega$ makes all active energies equal. Lean writes "exactly one" as `∃!`, and `hsum` identifies the number `N` with the strength sum.

When $N$, $S$ and $\alpha$ are all summed over the same finite set of computed excitations with positive energies, the bound holds however inaccurate the energies and moments are. It then checks the arithmetic, not the quality of the excitations.

```lean
/-- With positive excitation energies and oscillator-strength sum `N > 0`, the polarizability is at
least `4 (∑ |x_k|²)² / N`, with equality exactly when the transitions with non-zero moment determine
one common energy. -/
theorem kirkwood_bound (w : ι → ℝ) (x : ι → ℂ) (N : ℝ) (hw : ∀ k, 0 < w k)
    (hN : 0 < N) (hsum : strengthSum w x = N) :
    4 * dipoleStrength x ^ 2 / N ≤ polarizability w x ∧
      (polarizability w x = 4 * dipoleStrength x ^ 2 / N
        ↔ ∃! Ω : ℝ, ∀ k, x k ≠ 0 → w k = Ω) := by
  have hle := kirkwood_product_bound w x hw
  have hiff := kirkwood_product_eq_iff w x hw
  rw [hsum] at hle hiff
  -- a positive strength sum requires at least one active transition
  have hactive : ∃ k, x k ≠ 0 := by
    by_contra hnone
    push Not at hnone
    have hzero : strengthSum w x = 0 := by simp [strengthSum, hnone]
    linarith
  obtain ⟨k₀, hk₀⟩ := hactive
  constructor
  · rw [div_le_iff₀ hN]
    linarith
  · rw [eq_div_iff hN.ne', mul_comm (polarizability w x) N, hiff]
    constructor
    · intro h
      exact ⟨w k₀, fun k hk => h k k₀ hk hk₀, fun Ω hΩ => (hΩ k₀ hk₀).symm⟩
    · rintro ⟨Ω, hΩ, -⟩ j k hj hk
      exact (hΩ j hj).trans (hΩ k hk).symm
```

## (f) Dipole strength from above

Show that $S\le\tfrac12\sqrt{N\alpha}$.

**Solution.** Part (d) reads $(2S)^2\le N\alpha$. Take the square root, using $2S\le|2S|$, and halve.

```lean
/-- For positive excitation energies, the dipole strength is at most half the square root of the
oscillator-strength sum times the polarizability. -/
theorem dipoleStrength_le_sqrt (w : ι → ℝ) (x : ι → ℂ) (hw : ∀ k, 0 < w k) :
    dipoleStrength x ≤ √(strengthSum w x * polarizability w x) / 2 := by
  have hsq : (2 * dipoleStrength x) ^ 2 ≤ strengthSum w x * polarizability w x := by
    linarith [kirkwood_product_bound w x hw, mul_pow 2 (dipoleStrength x) 2]
  have h := (le_abs_self _).trans (Real.abs_le_sqrt hsq)
  linarith
```

## (g) Polarizability from above

Let $w_k\ge\Delta>0$ for every $k$, so that $\Delta$ is a lower bound on the excitation gap. Show that $\alpha\le 2S/\Delta$.

**Solution.** Each term obeys $|x_k|^2/w_k\le|x_k|^2/\Delta$. Sum over $k$ and double.

```lean
/-- If every excitation energy is at least `Δ > 0`, the polarizability is at most twice the
dipole strength divided by `Δ`. -/
theorem polarizability_le_of_gap (w : ι → ℝ) (x : ι → ℂ) (Δ : ℝ) (hΔ : 0 < Δ)
    (hgap : ∀ k, Δ ≤ w k) : polarizability w x ≤ 2 * dipoleStrength x / Δ := by
  unfold polarizability dipoleStrength
  rw [mul_div_assoc, Finset.sum_div]
  exact mul_le_mul_of_nonneg_left (Finset.sum_le_sum fun k _ =>
    div_le_div_of_nonneg_left (by positivity) hΔ (hgap k)) (by norm_num)
```

## (h) A single active excitation energy

Let all transitions with $x_k\ne0$ have the same energy $\Omega\neq0$. Show that

$$S=\frac{N}{2\Omega},\qquad \alpha=\frac{N}{\Omega^2}.$$

**Solution.** Transitions with $x_k=0$ contribute nothing (if also $w_k=0$, by Lean's convention $0/0=0$), so $N=2\Omega S$ (from `h1`) and $\alpha=2S/\Omega$ (from `h2`). Eliminate $S$. For $\Omega>0$ and $N$ a positive integer, this $\alpha$ is that of $N$ independent electrons, each bound harmonically with frequency $\Omega$.

```lean
/-- If all transitions with non-zero moment have the energy `Ω ≠ 0`, the dipole strength is
`N / (2Ω)` and the polarizability is `N / Ω²`, with `N` the oscillator-strength sum. -/
theorem kirkwood_oscillator (w : ι → ℝ) (x : ι → ℂ) (Ω : ℝ) (hΩ : Ω ≠ 0)
    (h : ∀ k, x k ≠ 0 → w k = Ω) :
    dipoleStrength x = strengthSum w x / (2 * Ω) ∧
      polarizability w x = strengthSum w x / Ω ^ 2 := by
  -- replace every energy by the common one; dark transitions do not contribute
  have h1 : ∑ k, w k * ‖x k‖ ^ 2 = Ω * ∑ k, ‖x k‖ ^ 2 := by
    rw [Finset.mul_sum]
    refine Finset.sum_congr rfl fun k _ => ?_
    by_cases hk : x k = 0
    · simp [hk]
    · rw [h k hk]
  have h2 : ∑ k, ‖x k‖ ^ 2 / w k = (∑ k, ‖x k‖ ^ 2) / Ω := by
    rw [Finset.sum_div]
    refine Finset.sum_congr rfl fun k _ => ?_
    by_cases hk : x k = 0
    · simp [hk]
    · rw [h k hk]
  unfold dipoleStrength polarizability strengthSum
  rw [h1, h2]
  constructor
  · rw [eq_div_iff (mul_ne_zero two_ne_zero hΩ)]
    ring
  · rw [eq_div_iff (pow_ne_zero 2 hΩ), mul_assoc, div_mul_eq_mul_div,
      mul_div_assoc, pow_two, mul_div_assoc, div_self hΩ]
    ring

end

end KirkwoodPolarizability
```

```lean
#print axioms KirkwoodPolarizability.kirkwood_bound
#print axioms KirkwoodPolarizability.dipoleStrength_le_sqrt
#print axioms KirkwoodPolarizability.polarizability_le_of_gap
#print axioms KirkwoodPolarizability.kirkwood_oscillator
```

```
'KirkwoodPolarizability.kirkwood_bound' depends on axioms: [propext, Classical.choice, Quot.sound]
'KirkwoodPolarizability.dipoleStrength_le_sqrt' depends on axioms: [propext, Classical.choice, Quot.sound]
'KirkwoodPolarizability.polarizability_le_of_gap' depends on axioms: [propext, Classical.choice, Quot.sound]
'KirkwoodPolarizability.kirkwood_oscillator' depends on axioms: [propext, Classical.choice, Quot.sound]
```

## A neighbouring inequality for the second moment

Expanding $\sum_{j,k}|x_j|^2|x_k|^2(w_j-w_k)^2\ge0$ in the manner of (a) gives $N^2\le4S\sum_k w_k^2|x_k|^2$, which is left as an exercise.
